# For a fermionic state with idempotent one-matrix, the three-particle density matrix is a determinant

**Q:** Take the two-particle density matrix. Let $a_i$ annihilate a fermion in mode $i$, one of finitely many orthonormal spin orbitals, let $*$ be the adjoint, let $w(x)$ be the expectation value of $x$, and set $g(i,k)=w(a_i^*a_k)$. For a Slater determinant, $w(a_i^*a_j^*a_ma_l)$ is direct minus exchange. How can $g^2=g$ alone give that?

**A:** Define $D_l=\sum_j g(j,l)\,a_j$. It anticommutes with every annihilator, and $D_la_i^*+a_i^*D_l=g(i,l)$. Idempotency, together with the positivity $w(x^*x)\ge0$ of every state, will give two rules for every operator $x$: $w(D_lx)=0$ and $w(xa_l)=w(xD_l)$. Carry $D_l$ from left to right:

$$\begin{aligned}0&=w(D_la_i^*a_j^*a_m)\\&=g(i,l)\,g(j,m)-g(j,l)\,g(i,m)-w(a_i^*a_j^*a_mD_l).\end{aligned}$$

By the second rule the last expectation value is $w(a_i^*a_j^*a_ma_l)$, so it equals the $2\times2$ determinant.

**Q:** Where do the operators live in the Lean version? I see no Fock space.

**A:** They live in any complex star algebra `A`, with modes labelled by a finite type `ι`.

```lean
import Mathlib

open scoped ComplexOrder ComplexConjugate

namespace SlaterDensityMatrices

noncomputable section

variable {ι A : Type*} [Fintype ι] [DecidableEq ι] [Ring A] [StarRing A]
  [Algebra ℂ A] [StarModule ℂ A]
```

The canonical anticommutation relations (CAR) are those of orthonormal modes; `star` is the physicist's dagger.

```lean
/-- The canonical anticommutation relations for annihilators `a i` and creators `star (a i)`. -/
structure IsCAR (a : ι → A) : Prop where
  anti : ∀ i j, a i * a j + a j * a i = 0
  mixed : ∀ i j, a i * star (a j) + star (a j) * a i = if i = j then 1 else 0
```

**Q:** And the state?

**A:** It is a linear functional with $w(1)=1$ and $w(x^*x)\ge0$. In Lean's order on ℂ, the inequality also says that the value is real. Neither a wavefunction nor a particle number is assumed.

```lean
/-- A state: a positive linear functional with value one on the identity. -/
structure IsState (w : A →ₗ[ℂ] ℂ) : Prop where
  pos : ∀ x, 0 ≤ w (star x * x)
  norm_one : w 1 = 1
```

**Q:** Which index convention does $g$ follow?

**A:** The creator's index comes first; many textbooks use the transpose. There is also no $1/p!$ in the $p$-particle matrices.

```lean
/-- The one-particle density matrix `g(i,k) = w(a_i* a_k)`. -/
def oneMatrix (w : A →ₗ[ℂ] ℂ) (a : ι → A) : Matrix ι ι ℂ :=
  Matrix.of fun i k => w (star (a i) * a k)
```

`projected` is $D_k$, and `creators` is the ordered string $C_i=a_{i_0}^*\cdots a_{i_{p-1}}^*$, counted from zero. Its star is the reversed annihilator string.

```lean
/-- The annihilator `∑ j, g(j,k) a_j`, obtained by applying the one-matrix to the modes. -/
def projected (w : A →ₗ[ℂ] ℂ) (a : ι → A) (k : ι) : A :=
  ∑ j, oneMatrix w a j k • a j

/-- The ordered product of creators `a_{i1}* ... a_{ip}*`. -/
def creators (a : ι → A) {p : ℕ} (i : Fin p → ι) : A :=
  (List.ofFn fun r => star (a (i r))).prod

variable {w : A →ₗ[ℂ] ℂ} {a : ι → A}

omit [Fintype ι] [DecidableEq ι] [Algebra ℂ A] [StarModule ℂ A] in
/-- A string of creators is its first creator times the remaining string. -/
theorem creators_succ {p : ℕ} (i : Fin (p + 1) → ι) :
    creators a i = star (a (i 0)) * creators a (fun r => i r.succ) := by
  simp [creators, List.ofFn_succ]
```

**Q:** Now justify your two rules.

**A:** First suppose $w(b^*b)=0$. Positivity on $x+tb$ gives, for every complex $t$,

$$0\le w(x^*x)+t\,w(x^*b)+\bar t\,w(b^*x).$$

Reality for all $t$ makes the two coefficients complex conjugates. A real linear function of $t$ bounded below has no slope, so both vanish. Lean extracts this from $t=0$, real $t$ and imaginary $t$.

```lean
/-- If `w(b* b) = 0` in a state `w`, then `w(x* b) = 0` and `w(b* x) = 0` for every operator `x`. -/
theorem null_operator (hw : IsState w) {b : A} (hb : w (star b * b) = 0) (x : A) :
    w (star x * b) = 0 ∧ w (star b * x) = 0 := by
  have lin : ∀ m c : ℝ, (∀ s : ℝ, 0 ≤ c + s * m) → m = 0 := by
    intro m c h
    by_contra hm
    have h' := h (-(c + 1) / m)
    rw [div_mul_cancel₀ _ hm] at h'
    linarith
  have aux : ∀ c u v : ℂ, (∀ t : ℂ, 0 ≤ c + t * u + conj t * v) → u = 0 ∧ v = 0 := by
    intro c u v h
    have ri (s y : ℝ) : 0 ≤ c.re + (s * u.re - y * u.im) + (s * v.re + y * v.im) ∧
        0 = c.im + (s * u.im + y * u.re) + (s * v.im - y * v.re) := by
      have h' := Complex.nonneg_iff.1 (h ⟨s, y⟩)
      simp only [Complex.add_re, Complex.add_im, Complex.mul_re, Complex.mul_im,
        Complex.conj_re, Complex.conj_im] at h'
      constructor <;> linarith [h'.1, h'.2]
    have h1 := lin (u.re + v.re) c.re fun s => by linarith [(ri s 0).1]
    have h2 := lin (v.im - u.im) c.re fun s => by linarith [(ri 0 s).1]
    have h3 := (ri 0 0).2
    have h4 := (ri 1 0).2
    have h5 := (ri 0 1).2
    constructor <;> apply Complex.ext <;>
      simp only [Complex.zero_re, Complex.zero_im] <;> linarith
  -- positivity on `x + t b` for every complex `t`
  refine aux (w (star x * x)) _ _ fun t => ?_
  have h := hw.pos (x + t • b)
  have e : star (x + t • b) * (x + t • b) = star x * x + t • (star x * b)
      + conj t • (star b * x) + (conj t * t) • (star b * b) := by
    simp only [star_add, star_smul, add_mul, mul_add, smul_mul_assoc, mul_smul_comm,
      starRingEnd_apply]
    module
  rw [e] at h
  simpa only [map_add, map_smul, smul_eq_mul, hb, mul_zero, add_zero] using h
```

Next comes the anticommutator, $\sum_jg(j,k)(a_ja_i^*+a_i^*a_j)=g(i,k)$.

```lean
omit [StarModule ℂ A] in
/-- For CAR modes, the anticommutator of a projected annihilator with a creator is the entry
`g(i,k)` times the identity. -/
theorem projected_anticomm (ha : IsCAR a) (i k : ι) :
    projected w a k * star (a i) + star (a i) * projected w a k
      = oneMatrix w a i k • (1 : A) := by
  simp only [projected, Finset.sum_mul, Finset.mul_sum, smul_mul_assoc, mul_smul_comm,
    ← Finset.sum_add_distrib, ← smul_add, ha.mixed]
  simp
```

Idempotency enters through $w(a_i^*D_k)=\sum_jg(i,j)g(j,k)=g(i,k)$. Hence $w(a_i^*(a_k-D_k))=0$ for all $i$. Since $b=a_k-D_k$ has an adjoint built from the $a_i^*$, $w(b^*b)=0$, which gives the replacement rule. Likewise $w(D_ka_j^*)=g(j,k)-w(a_j^*D_k)=0$, so $w(D_kD_k^*)=0$ and $w(D_kx)=0$.

```lean
/-- If the one-matrix of a state on CAR modes is idempotent, then inside the expectation value an
annihilator on the far right may be replaced by its projected form, and a projected annihilator on
the far left gives zero. -/
theorem projected_relations (hw : IsState w) (ha : IsCAR a)
    (hg : oneMatrix w a * oneMatrix w a = oneMatrix w a) (k : ι) (x : A) :
    w (x * a k) = w (x * projected w a k) ∧ w (projected w a k * x) = 0 := by
  have hp : ∀ i, w (star (a i) * projected w a k) = oneMatrix w a i k := by
    intro i
    have h := congrFun (congrFun hg i) k
    rw [Matrix.mul_apply] at h
    rw [← h, projected, Finset.mul_sum, map_sum]
    refine Finset.sum_congr rfl fun j _ => ?_
    rw [mul_smul_comm, map_smul, smul_eq_mul]
    exact mul_comm _ _
  have hs : star (projected w a k) = ∑ j, star (oneMatrix w a j k) • star (a j) := by
    simp only [projected, star_sum, star_smul]
  constructor
  · -- `a k - projected k` is a null operator
    have h0 : ∀ i, w (star (a i) * (a k - projected w a k)) = 0 := by
      intro i
      rw [mul_sub, map_sub, hp]
      exact sub_self _
    have hb : w (star (a k - projected w a k) * (a k - projected w a k)) = 0 := by
      rw [star_sub, hs]
      simp only [sub_mul, Finset.sum_mul, smul_mul_assoc, map_sub, map_sum, map_smul, h0,
        smul_zero, Finset.sum_const_zero, sub_zero]
    have h := (null_operator hw hb (star x)).1
    rw [star_star, mul_sub, map_sub] at h
    exact sub_eq_zero.1 h
  · -- the adjoint of `projected k` is a null operator
    have h1 : ∀ j, w (projected w a k * star (a j)) = 0 := by
      intro j
      have h := congrArg w (projected_anticomm (w := w) ha j k)
      rw [map_add, hp, map_smul, hw.norm_one, smul_eq_mul, mul_one] at h
      linear_combination h
    have hb : w (star (star (projected w a k)) * star (projected w a k)) = 0 := by
      rw [star_star, hs]
      simp only [Finset.mul_sum, mul_smul_comm, map_sum, map_smul, h1, smul_zero,
        Finset.sum_const_zero]
    have h := (null_operator hw hb x).2
    rwa [star_star] at h
```

**Q:** How does this extend to $p$ particles?

**A:** By induction, $D_l$ passes $p$ annihilators with sign $(-1)^p$.

```lean
omit [StarModule ℂ A] in
/-- For CAR modes, a projected annihilator passes a string of `p` annihilators with the sign
`(-1)^p`. -/
theorem projected_annihilators (ha : IsCAR a) (l : ι) {p : ℕ} (k : Fin p → ι) :
    projected w a l * star (creators a k)
      = (-1 : ℂ) ^ p • (star (creators a k) * projected w a l) := by
  have h : ∀ j, projected w a l * a j = -(a j * projected w a l) := by
    intro j
    rw [eq_neg_iff_add_eq_zero]
    simp only [projected, Finset.sum_mul, Finset.mul_sum, smul_mul_assoc, mul_smul_comm,
      ← Finset.sum_add_distrib, ← smul_add, ha.anti, smul_zero, Finset.sum_const_zero]
  induction p with
  | zero => simp [creators]
  | succ p ih =>
    rw [creators_succ, star_mul, star_star, ← mul_assoc, ih, smul_mul_assoc,
      mul_assoc _ (projected w a l), h, mul_neg, mul_assoc, pow_succ]
    module
```

Through $p+1$ creators, repeated use of $D_la_i^*=g(i,l)-a_i^*D_l$ gives

$$D_lC_i=\sum_{r=0}^{p}(-1)^rg(i_r,l)\,C_{i\setminus r}+(-1)^{p+1}C_iD_l,$$

where $i\setminus r$ omits entry $r$.

```lean
omit [StarModule ℂ A] in
/-- For CAR modes, a projected annihilator times a string of `p + 1` creators is a sum of strings
with one creator removed, with alternating sign and weight `g(i_r,l)`, plus `(-1)^(p+1)` times the
full string followed by the projected annihilator. -/
theorem projected_creators (ha : IsCAR a) (l : ι) {p : ℕ} (i : Fin (p + 1) → ι) :
    projected w a l * creators a i
      = ∑ r : Fin (p + 1), ((-1 : ℂ) ^ (r : ℕ) * oneMatrix w a (i r) l) •
          creators a (fun s => i (r.succAbove s))
        + (-1 : ℂ) ^ (p + 1) • (creators a i * projected w a l) := by
  have h : ∀ j, projected w a l * star (a j)
      = oneMatrix w a j l • (1 : A) - star (a j) * projected w a l :=
    fun j => eq_sub_of_add_eq (projected_anticomm ha j l)
  induction p with
  | zero => simp [creators, List.ofFn_succ, h, sub_eq_add_neg]
  | succ p ih =>
    have hL : projected w a l * creators a i
        = oneMatrix w a (i 0) l • creators a (fun r => i r.succ)
          - star (a (i 0)) * (projected w a l * creators a (fun r => i r.succ)) := by
      rw [creators_succ i]
      calc _ = (projected w a l * star (a (i 0))) * creators a (fun r => i r.succ) :=
            (mul_assoc _ _ _).symm
        _ = _ := by rw [h, sub_mul, smul_mul_assoc, one_mul, mul_assoc]
    have hsum : ∑ r : Fin (p + 1), ((-1 : ℂ) ^ (r.succ : ℕ) * oneMatrix w a (i r.succ) l) •
          creators a (fun s => i (r.succ.succAbove s))
        = -(star (a (i 0)) * ∑ r : Fin (p + 1),
            ((-1 : ℂ) ^ (r : ℕ) * oneMatrix w a (i r.succ) l) •
              creators a (fun s => i (r.succAbove s).succ)) := by
      rw [Finset.mul_sum, ← Finset.sum_neg_distrib]
      refine Finset.sum_congr rfl fun r _ => ?_
      rw [creators_succ, mul_smul_comm, Fin.val_succ, pow_succ]
      simp only [Fin.succ_succAbove_zero, Fin.succ_succAbove_succ]
      module
    rw [hL, Fin.sum_univ_succ, hsum, ih, creators_succ i, mul_add, mul_smul_comm]
    simp only [Fin.val_zero, pow_zero, one_mul, Fin.succAbove_zero, mul_assoc]
    module
```

Set $l=k_0$ and let $k'$ be $k$ without $k_0$. The combined sign is $(-1)^{p+1}(-1)^p=-1$, so the two rules yield

$$w(C_iC_k^*)=\sum_{r=0}^{p}(-1)^rg(i_r,k_0)\,w(C_{i\setminus r}C_{k'}^*).$$

By induction each remaining factor is a minor, and this is the Laplace expansion along the first column. The empty string gives $w(1)=1$, the empty determinant.

**Q:** How does Lean know that the omitted creator matches the omitted row?

**A:** Through `Fin.succAbove`: `r.succAbove s` runs through the indices in order and skips `r`. `projected_creators` labels its shortened strings this way, and Mathlib's `Matrix.det_succ_column_zero` labels its minors the same way. After the induction hypothesis is applied, the terms agree by `rfl`.

```lean
/-- For a state on finitely many CAR modes with idempotent one-matrix `g`, every `p`-particle
density matrix element `w(a_{i1}* ... a_{ip}* a_{kp} ... a_{k1})` is the determinant of the
entries `g(i_r,k_s)`. -/
theorem density_matrix_eq_det (hw : IsState w) (ha : IsCAR a)
    (hg : oneMatrix w a * oneMatrix w a = oneMatrix w a) {p : ℕ} (i k : Fin p → ι) :
    w (creators a i * star (creators a k)) = ((oneMatrix w a).submatrix i k).det := by
  induction p with
  | zero => simp [creators, hw.norm_one]
  | succ p ih =>
    have hsgn : (-1 : ℂ) ^ (p + 1) * (-1) ^ p = -1 := by
      rw [← pow_add]
      exact Odd.neg_one_pow ⟨p, by omega⟩
    -- carry the projected annihilator from the far left to the far right
    have e : projected w a (k 0) * (creators a i * star (creators a fun s => k s.succ))
        = ∑ r : Fin (p + 1), ((-1 : ℂ) ^ (r : ℕ) * oneMatrix w a (i r) (k 0)) •
            (creators a (fun s => i (r.succAbove s)) * star (creators a fun s => k s.succ))
          - creators a i * star (creators a fun s => k s.succ) * projected w a (k 0) := by
      rw [← mul_assoc, projected_creators ha, add_mul, Finset.sum_mul, smul_mul_assoc,
        mul_assoc (creators a i) (projected w a (k 0)), projected_annihilators ha,
        mul_smul_comm, smul_smul, hsgn]
      simp only [smul_mul_assoc, neg_smul, one_smul, mul_assoc, sub_eq_add_neg]
    have h0 := (projected_relations hw ha hg (k 0)
      (creators a i * star (creators a fun s => k s.succ))).2
    rw [e, map_sub, sub_eq_zero, map_sum] at h0
    -- this is the Laplace expansion along the first column
    rw [Matrix.det_succ_column_zero, creators_succ k, star_mul, star_star, ← mul_assoc,
      (projected_relations hw ha hg (k 0) _).1, ← h0]
    refine Finset.sum_congr rfl fun r _ => ?_
    rw [map_smul, ih, smul_eq_mul]
    rfl
```

For three particles, Lean substitutes explicit index lists and checks the nine entries.

```lean
/-- For a state on finitely many CAR modes with idempotent one-matrix `g`, the three-particle
density matrix is the 3 by 3 determinant of `g` with rows `i,j,k` and columns `l,m,n`. -/
theorem three_matrix_eq_det (hw : IsState w) (ha : IsCAR a)
    (hg : oneMatrix w a * oneMatrix w a = oneMatrix w a) (i j k l m n : ι) :
    w (star (a i) * star (a j) * star (a k) * a n * a m * a l)
      = Matrix.det !![oneMatrix w a i l, oneMatrix w a i m, oneMatrix w a i n;
                      oneMatrix w a j l, oneMatrix w a j m, oneMatrix w a j n;
                      oneMatrix w a k l, oneMatrix w a k m, oneMatrix w a k n] := by
  have h := density_matrix_eq_det hw ha hg ![i, j, k] ![l, m, n]
  have hm : (oneMatrix w a).submatrix ![i, j, k] ![l, m, n]
      = !![oneMatrix w a i l, oneMatrix w a i m, oneMatrix w a i n;
           oneMatrix w a j l, oneMatrix w a j m, oneMatrix w a j n;
           oneMatrix w a k l, oneMatrix w a k m, oneMatrix w a k n] := by
    ext r s
    fin_cases r <;> fin_cases s <;> rfl
  rw [← hm, ← h]
  simp [creators, List.ofFn_succ, mul_assoc]
```

**Q:** So have you proved this for my Hartree–Fock determinant?

**A:** Once you supply $g^2=g$ for it; that step is assumed here. The condition means that every natural spin orbital has occupation one or zero. In a finite orthonormal basis, two- and three-body expectation values of such an uncorrelated state then follow from $g$ alone. A state with fractional occupations of natural spin orbitals is outside the theorem, although the determinant formula can still hold for it, as it does for free fermions in the grand canonical ensemble.

**Q:** Does any concrete state meet all the conditions?

**A:** Three filled modes do. The annihilators are $8\times8$ matrices with Jordan–Wigner signs, and index 7, binary 111, is the filled state.

```lean
/-- Integer matrix of the annihilator of mode `p` on three modes: it clears bit `p` of the
occupation number string, with the Jordan-Wigner sign of the lower bits. -/
def fockInt (p : Fin 3) : Matrix (Fin 8) (Fin 8) ℤ :=
  Matrix.of fun s t =>
    if (t : ℕ) / 2 ^ (p : ℕ) % 2 = 1 ∧ (s : ℕ) + 2 ^ (p : ℕ) = (t : ℕ) then
      (-1) ^ ((t : ℕ) % 2 ^ (p : ℕ) / 2 + (t : ℕ) % 2 ^ (p : ℕ) % 2)
    else 0

/-- The annihilator of mode `p` as a complex 8 by 8 matrix. -/
def fockMode (p : Fin 3) : Matrix (Fin 8) (Fin 8) ℂ :=
  (Int.castRingHom ℂ).mapMatrix (fockInt p)

/-- The expectation value in the state with all three modes occupied. -/
def filledState : Matrix (Fin 8) (Fin 8) ℂ →ₗ[ℂ] ℂ where
  toFun M := M 7 7
  map_add' _ _ := rfl
  map_smul' _ _ := rfl
```

`decide +kernel` checks the integer matrix identities. Positivity is $(M^*M)_{77}=\sum_j|M_{j7}|^2\ge0$, and $g$ is the identity.

```lean
/-- The three matrix modes satisfy the CAR, the filled expectation value is a state, and its
one-matrix is the identity and idempotent. -/
theorem filledState_witness :
    IsCAR fockMode ∧ IsState filledState ∧ oneMatrix filledState fockMode = 1 ∧
      oneMatrix filledState fockMode * oneMatrix filledState fockMode
        = oneMatrix filledState fockMode := by
  have hstar : ∀ M : Matrix (Fin 8) (Fin 8) ℤ,
      star ((Int.castRingHom ℂ).mapMatrix M) = (Int.castRingHom ℂ).mapMatrix M.transpose := by
    intro M
    ext i j
    simp [Matrix.star_apply]
  -- the relations are finite integer identities
  have h1 : ∀ i j, fockInt i * fockInt j + fockInt j * fockInt i = 0 := by decide +kernel
  have h2 : ∀ i j, fockInt i * (fockInt j).transpose + (fockInt j).transpose * fockInt i
      = if i = j then 1 else 0 := by decide +kernel
  have h3 : ∀ i k, ((fockInt i).transpose * fockInt k) 7 7 = if i = k then 1 else 0 := by
    decide +kernel
  have hone : oneMatrix filledState fockMode = 1 := by
    ext i k
    change (star (fockMode i) * fockMode k) 7 7 = (1 : Matrix (Fin 3) (Fin 3) ℂ) i k
    rw [fockMode, fockMode, hstar, ← map_mul, RingHom.mapMatrix_apply, Matrix.map_apply, h3,
      Matrix.one_apply]
    split_ifs <;> simp
  refine ⟨⟨fun i j => ?_, fun i j => ?_⟩, ⟨fun M => ?_, ?_⟩, hone, by rw [hone, one_mul]⟩
  · unfold fockMode
    rw [← map_mul, ← map_mul, ← map_add, h1, map_zero]
  · unfold fockMode
    rw [hstar, ← map_mul, ← map_mul, ← map_add, h2]
    split_ifs
    · exact map_one _
    · exact map_zero _
  · change 0 ≤ (star M * M) 7 7
    rw [Matrix.mul_apply]
    exact Finset.sum_nonneg fun j _ => star_mul_self_nonneg (M j 7)
  · exact Matrix.one_apply_eq 7

end

end SlaterDensityMatrices
```

```lean
#print axioms SlaterDensityMatrices.three_matrix_eq_det
```

```
'SlaterDensityMatrices.three_matrix_eq_det' depends on axioms: [propext, Classical.choice, Quot.sound]
```
